# Scaling the coherence length out of the Gaussian fluctuation conductivity

The theorem concerns the Gaussian fluctuation conductivity in `d` dimensions, given as a prefactor times an integral over wavevectors `k > 0`, with a single coherence length `ξ`. It states that, for `ξ > 0`, measuring wavevectors in units of `1/ξ` turns this into the same prefactor times `ξ ^ 4 / ξ ^ (d + 2)` times a dimensionless integral that depends only on `d` and the reduced temperature `ε`. The proof writes the integrand as a constant times `alKernel d ε (ξ * k)`, takes the constant outside, and substitutes `q = ξk`, which yields a factor `ξ⁻¹`. It then has to show that the powers of `ξ` on the two sides agree.

In Lean, a first try:

```lean
import Mathlib

open MeasureTheory Filter Set
open scoped Real Topology

namespace AslamazovLarkin

noncomputable section

/-- The radial integrand `q^(d+1) / (ε + q²)³` in `d` dimensions at reduced temperature `ε`. -/
def alKernel (d : ℕ) (ε q : ℝ) : ℝ := q ^ (d + 1) / (ε + q ^ 2) ^ 3

/-- The integral of the radial integrand over all dimensionless momenta `q > 0`. -/
def alIntegral (d : ℕ) (ε : ℝ) : ℝ := ∫ q in Ioi (0 : ℝ), alKernel d ε q

/-- The Gaussian fluctuation conductivity in `d` dimensions, with `g = e²/ħ`, coherence length `ξ`
and total solid angle `Ω`; the angular average of one squared wavevector component is `k²/d`. -/
def paraconductivity (d : ℕ) (Ω g ξ ε : ℝ) : ℝ :=
  π * g * (Ω / ((2 * π) ^ d * (d : ℝ))) *
    ∫ k in Ioi (0 : ℝ), ξ ^ 4 * k ^ (d + 1) / (ε + (ξ * k) ^ 2) ^ 3

/-- Measuring wavevectors in units of `1/ξ` expresses the fluctuation conductivity through the
dimensionless momentum integral. -/
theorem paraconductivity_eq (d : ℕ) (Ω g ε : ℝ) {ξ : ℝ} (hξ : 0 < ξ) :
    paraconductivity d Ω g ξ ε =
      π * g * (Ω / ((2 * π) ^ d * (d : ℝ))) * (ξ ^ 4 / ξ ^ (d + 2)) * alIntegral d ε := by
  have h : ∀ k : ℝ, ξ ^ 4 * k ^ (d + 1) / (ε + (ξ * k) ^ 2) ^ 3 =
      ξ ^ 4 / ξ ^ (d + 1) * alKernel d ε (ξ * k) := by
    intro k
    have hx : ξ ^ 4 / ξ ^ (d + 1) * ξ ^ (d + 1) = ξ ^ 4 :=
      div_mul_cancel₀ _ (pow_ne_zero _ hξ.ne')
    unfold alKernel
    rw [mul_pow ξ k (d + 1), ← mul_div_assoc, ← mul_assoc, hx]
  have hp : ξ ^ (d + 2) = ξ ^ (d + 1) * ξ := pow_succ ξ (d + 1)
  unfold paraconductivity
  simp only [h]
  rw [integral_const_mul, integral_comp_mul_left_Ioi (alKernel d ε) 0 hξ, mul_zero,
    smul_eq_mul, hp, div_mul_eq_div_div, div_eq_mul_inv (ξ ^ 4 / ξ ^ (d + 1)) ξ]
  unfold alIntegral
  simp only [mul_assoc]

end

end AslamazovLarkin
```

The compiler's answer:

```
Main.lean:38:41: error: Tactic `rewrite` failed: Did not find an occurrence of the pattern
  ξ ^ 4 / ξ ^ (d + 1) / ξ
in the target expression
  π * g * (Ω / (2 * π) ^ d / ↑d) * (ξ ^ 4 / ξ ^ (d + 1) * (ξ⁻¹ * ∫ (x : ℝ) in Ioi 0, alKernel d ε x)) =
    π * g * (Ω / (2 * π) ^ d / ↑d) * (ξ ^ 4 / (ξ ^ (d + 1) * ξ)) * alIntegral d ε

d : ℕ
Ω g ε ξ : ℝ
hξ : 0 < ξ
h : ∀ (k : ℝ), ξ ^ 4 * k ^ (d + 1) / (ε + (ξ * k) ^ 2) ^ 3 = ξ ^ 4 / ξ ^ (d + 1) * alKernel d ε (ξ * k)
hp : ξ ^ (d + 2) = ξ ^ (d + 1) * ξ
⊢ π * g * (Ω / (2 * π) ^ d / ↑d) * (ξ ^ 4 / ξ ^ (d + 1) * (ξ⁻¹ * ∫ (x : ℝ) in Ioi 0, alKernel d ε x)) =
    π * g * (Ω / (2 * π) ^ d / ↑d) * (ξ ^ 4 / (ξ ^ (d + 1) * ξ)) * alIntegral d ε
```

What went wrong. The error is reported at `div_eq_mul_inv`, but the rewrite before it went to the wrong place. `div_mul_eq_div_div` turns `a / (b * c)` into `a / b / c`, and it was given no arguments, so `rw` fixed them from the first match it found. That was the prefactor `Ω / ((2 * π) ^ d * ↑d)`, which became `Ω / (2 * π) ^ d / ↑d` on both sides. The intended quotient, `ξ ^ 4 / (ξ ^ (d + 1) * ξ)`, was left as it stood, so the next rewrite found no `ξ ^ 4 / ξ ^ (d + 1) / ξ`.

The repair proves the identity for the powers of `ξ` separately, as a new `hp`. The prefactor does not appear in that goal, so `div_mul_eq_div_div` can only act on the intended quotient, and `div_eq_mul_inv` then finds its pattern. In the main proof, `rw` with `hp` replaces `ξ ^ 4 / ξ ^ (d + 2)` in one step and leaves the prefactor alone, so the two later rewrites are dropped there. Renaming the old `hp` to `hp0` only frees the name.

After these edits no error is left:

```diff
@@ -32,9 +32,11 @@
     unfold alKernel
     rw [mul_pow ξ k (d + 1), ← mul_div_assoc, ← mul_assoc, hx]
-  have hp : ξ ^ (d + 2) = ξ ^ (d + 1) * ξ := pow_succ ξ (d + 1)
+  have hp0 : ξ ^ (d + 2) = ξ ^ (d + 1) * ξ := pow_succ ξ (d + 1)
+  have hp : ξ ^ 4 / ξ ^ (d + 2) = ξ ^ 4 / ξ ^ (d + 1) * ξ⁻¹ := by
+    rw [hp0, div_mul_eq_div_div, div_eq_mul_inv (ξ ^ 4 / ξ ^ (d + 1)) ξ]
   unfold paraconductivity
   simp only [h]
   rw [integral_const_mul, integral_comp_mul_left_Ioi (alKernel d ε) 0 hξ, mul_zero,
-    smul_eq_mul, hp, div_mul_eq_div_div, div_eq_mul_inv (ξ ^ 4 / ξ ^ (d + 1)) ξ]
+    smul_eq_mul, hp]
   unfold alIntegral
   simp only [mul_assoc]
```
